# The free energy released by precipitation is at most the amount formed times the driving force, for a convex parent phase

A supersaturated alloy begins to precipitate. The nucleation driving force is read from the tangent to the parent free energy at the initial composition, but the parent composition shifts as the precipitates grow. How much free energy can a finite amount of precipitate release? If the parent free energy is convex over the compositions concerned, and differentiable at the initial one, the initial driving force gives an upper bound. In a precipitation simulation of a closed system at fixed temperature and pressure with such a parent free energy, it therefore limits the bulk free energy released; interfacial and elastic energies are left out here.

```lean
import Mathlib

open Topology

namespace DrivingForceBound

noncomputable section

variable {E : Type*} [NormedAddCommGroup E] [NormedSpace ℝ E] {ι : Type*} [Fintype ι]
```

A composition is a point of a real normed space `E`: the real line for a binary alloy, a higher-dimensional space for more components. The finite type `ι` labels the precipitates.

```lean
/-- Nucleation driving force, when `μ` is the derivative of `A` at `x₀`: the height of the tangent
plane to the parent free energy `A` at `x₀`, read at the composition `z`, above the precipitate free
energy `B z`. -/
def drivingForce (A : E → ℝ) (μ : E →L[ℝ] ℝ) (x₀ : E) (B : E → ℝ) (z : E) : ℝ :=
  A x₀ + μ (z - x₀) - B z
```

Here \(A\) and \(B\) are the parent and precipitate free energies per amount of material, and \(x_0\) is the initial composition. The continuous linear map \(\mu\) will be the derivative of \(A\) at \(x_0\); for a binary alloy it is multiplication by the slope \(A'(x_0)\). The driving force at \(z\) is
\[ D(z)=A(x_0)+\mu(z-x_0)-B(z). \]

```lean
/-- Free energy released when a parent phase of composition `x₀` turns into amounts `f i` of
precipitates of composition `z i` and a remainder of parent phase of composition `y`. -/
def releasedEnergy (A : E → ℝ) (B : ι → E → ℝ) (x₀ y : E) (f : ι → ℝ) (z : ι → E) : ℝ :=
  A x₀ - (1 - ∑ i, f i) * A y - ∑ i, f i * B i (z i)
```

From one unit of material, amounts \(f_i\) of precipitate with compositions \(z_i\) form, leaving parent phase of composition \(y\). With \(F=\sum_i f_i\), the released energy is
\[ R=A(x_0)-(1-F)A(y)-\sum_i f_iB_i(z_i). \]

```lean
/-- Composition of the parent phase after a fraction `f` of the material has gone into a
precipitate of composition `z`. -/
def depleted (x₀ z : E) (f : ℝ) : E := x₀ + (f / (1 - f)) • (x₀ - z)
```

For one precipitate, mass balance fixes the remaining parent composition: \(x(f)=x_0+\frac{f}{1-f}(x_0-z)\).

```lean
/-- Free energy released when a fraction `f` of the material forms a single precipitate of
composition `z`, the parent phase being depleted accordingly. -/
def nucleationRelease (A B : E → ℝ) (x₀ z : E) (f : ℝ) : ℝ :=
  A x₀ - (1 - f) * A (depleted x₀ z f) - f * B z
```

This is the released energy as a function of the fraction \(f\) alone, written \(R(f)\) below.

```lean
/-- A convex free energy lies on or above its tangent plane. -/
theorem tangent_plane_le {s : Set E} {A : E → ℝ} {μ : E →L[ℝ] ℝ} {x₀ y : E}
    (hA : ConvexOn ℝ s A) (hμ : HasFDerivAt A μ x₀) (hx : x₀ ∈ s) (hy : y ∈ s) :
    A x₀ + μ (y - x₀) ≤ A y := by
  -- restrict the free energy to the segment from `x₀` to `y`
  let L : ℝ →ᵃ[ℝ] E := AffineMap.lineMap x₀ y
  have hL0 : L 0 = x₀ := AffineMap.lineMap_apply_zero x₀ y
  have hL1 : L 1 = y := AffineMap.lineMap_apply_one x₀ y
  have hc : ConvexOn ℝ (L ⁻¹' s) (A ∘ L) := hA.comp_affineMap L
  have h0 : (0 : ℝ) ∈ L ⁻¹' s := by
    rw [Set.mem_preimage, hL0]; exact hx
  have h1 : (1 : ℝ) ∈ L ⁻¹' s := by
    rw [Set.mem_preimage, hL1]; exact hy
  have hμ0 : HasFDerivAt A μ (L 0) := by rw [hL0]; exact hμ
  have hLd : HasDerivAt L (y - x₀) 0 := AffineMap.hasDerivAt_lineMap
  have hd : HasDerivAt (A ∘ L) (μ (y - x₀)) 0 := hμ0.comp_hasDerivAt (0 : ℝ) hLd
  -- the initial slope is at most the slope of the chord
  have h := hc.le_slope_of_hasDerivAt h0 h1 one_pos hd
  rw [slope_def_field, Function.comp_apply, Function.comp_apply, hL0, hL1, sub_zero,
    div_one] at h
  linarith
```

`ConvexOn ℝ s A` says that \(A\) is convex on the convex set \(s\), and `HasFDerivAt A μ x₀` that \(\mu\) is its derivative at \(x_0\). For \(x_0,y\in s\), put \(g(t)=A(x_0+t(y-x_0))\). Convexity gives, for \(0<t\le1\),
\[ \frac{g(t)-g(0)}{t}\le g(1)-g(0). \]
Letting \(t\to0\) yields \(\mu(y-x_0)\le A(y)-A(x_0)\). In the code `L` is the segment, and `le_slope_of_hasDerivAt` compares the initial slope with the chord.

```lean
/-- A strictly convex free energy lies strictly above its tangent plane away from the point
of contact. -/
theorem tangent_plane_lt {s : Set E} {A : E → ℝ} {μ : E →L[ℝ] ℝ} {x₀ y : E}
    (hA : StrictConvexOn ℝ s A) (hμ : HasFDerivAt A μ x₀) (hx : x₀ ∈ s) (hy : y ∈ s)
    (hne : x₀ ≠ y) : A x₀ + μ (y - x₀) < A y := by
  -- compare the chord and the tangent plane at the midpoint
  have hm : (1 / 2 : ℝ) • x₀ + (1 / 2 : ℝ) • y ∈ s :=
    hA.1 hx hy (by norm_num) (by norm_num) (by norm_num)
  have h1 := hA.2 hx hy hne (by norm_num : (0 : ℝ) < 1 / 2)
    (by norm_num : (0 : ℝ) < 1 / 2) (by norm_num)
  have h2 := tangent_plane_le hA.convexOn hμ hx hm
  simp only [map_sub, map_add, map_smul, smul_eq_mul] at h1 h2 ⊢
  linarith
```

For strictly convex \(A\) and \(y\ne x_0\), let \(m\) be the midpoint of \(x_0\) and \(y\). The previous result and strict convexity give
\[ A(x_0)+\tfrac12\mu(y-x_0)\le A(m)<\tfrac12A(x_0)+\tfrac12A(y). \]
Doubling and subtracting \(A(x_0)\) gives the strict inequality.

```lean
/-- Under mass balance, the weighted driving forces exceed the released energy by the amount
of remaining parent phase times the height of its free energy above the tangent plane. -/
theorem release_balance (A : E → ℝ) (μ : E →L[ℝ] ℝ) (B : ι → E → ℝ) {x₀ y : E}
    {f : ι → ℝ} {z : ι → E} (hbal : x₀ = (1 - ∑ i, f i) • y + ∑ i, f i • z i) :
    ∑ i, f i * drivingForce A μ x₀ (B i) (z i) - releasedEnergy A B x₀ y f z
      = (1 - ∑ i, f i) * (A y - (A x₀ + μ (y - x₀))) := by
  have h := congrArg (fun v => μ v) hbal
  simp only [map_add, map_smul, map_sum, smul_eq_mul] at h
  have hs : ∑ i, f i * drivingForce A μ x₀ (B i) (z i)
      = (∑ i, f i) * (A x₀ - μ x₀) + ∑ i, f i * μ (z i) - ∑ i, f i * B i (z i) := by
    rw [Finset.sum_mul, ← Finset.sum_add_distrib, ← Finset.sum_sub_distrib]
    refine Finset.sum_congr rfl fun i _ => ?_
    simp only [drivingForce, map_sub]
    ring
  rw [hs]
  simp only [releasedEnergy, map_sub]
  linear_combination (-1) * h
```

The hypothesis `hbal` is mass balance, \(x_0=(1-F)y+\sum_i f_iz_i\). Writing \(D_i\) for the driving force of precipitate \(i\), the terms \(B_i\) cancel:
\[ \sum_i f_iD_i-R=(1-F)\bigl(A(y)-A(x_0)\bigr)+\sum_i f_i\,\mu(z_i-x_0). \]
Mass balance also says \(\sum_i f_i(z_i-x_0)=-(1-F)(y-x_0)\), so
\[ \sum_i f_iD_i-R=(1-F)\bigl[A(y)-A(x_0)-\mu(y-x_0)\bigr]. \]
Lean applies \(\mu\) to the balance equation, and `linear_combination` finishes the algebra. Convexity plays no part yet.

```lean
/-- Driving force bound: for a convex parent free energy and under mass balance, the free energy
released by forming several precipitates is at most the sum of their driving forces weighted by
their amounts. -/
theorem releasedEnergy_le {s : Set E} {A : E → ℝ} {μ : E →L[ℝ] ℝ} (B : ι → E → ℝ)
    {x₀ y : E} {f : ι → ℝ} {z : ι → E} (hA : ConvexOn ℝ s A) (hμ : HasFDerivAt A μ x₀)
    (hx : x₀ ∈ s) (hy : y ∈ s) (hf : ∑ i, f i ≤ 1)
    (hbal : x₀ = (1 - ∑ i, f i) • y + ∑ i, f i • z i) :
    releasedEnergy A B x₀ y f z ≤ ∑ i, f i * drivingForce A μ x₀ (B i) (z i) := by
  have hb := release_balance A μ B hbal
  have hp := mul_nonneg (sub_nonneg.2 hf) (sub_nonneg.2 (tangent_plane_le hA hμ hx hy))
  linarith
```

If \(F\le1\) and \(x_0,y\in s\), both factors on the right of the last identity are nonnegative, hence \(R\le\sum_i f_iD_i\). The functions \(B_i\) are arbitrary, and the \(z_i\) may lie outside \(s\). Physical amounts are nonnegative, but the proof does not use this.

```lean
/-- For a strictly convex parent free energy and an incomplete transformation, the bound is
attained exactly when the remaining parent phase has kept its composition. -/
theorem releasedEnergy_eq_iff {s : Set E} {A : E → ℝ} {μ : E →L[ℝ] ℝ} (B : ι → E → ℝ)
    {x₀ y : E} {f : ι → ℝ} {z : ι → E} (hA : StrictConvexOn ℝ s A)
    (hμ : HasFDerivAt A μ x₀) (hx : x₀ ∈ s) (hy : y ∈ s) (hf : ∑ i, f i < 1)
    (hbal : x₀ = (1 - ∑ i, f i) • y + ∑ i, f i • z i) :
    releasedEnergy A B x₀ y f z = ∑ i, f i * drivingForce A μ x₀ (B i) (z i) ↔ y = x₀ := by
  have hb := release_balance A μ B hbal
  constructor
  · intro h
    by_contra hne
    have hp := mul_pos (sub_pos.2 hf)
      (sub_pos.2 (tangent_plane_lt hA hμ hx hy (Ne.symm hne)))
    linarith
  · intro h
    have h0 : A y - (A x₀ + μ (y - x₀)) = 0 := by simp [h]
    rw [h0, mul_zero] at hb
    linarith
```

For strictly convex \(A\) and \(F<1\), the difference \(\sum_i f_iD_i-R\) vanishes exactly when \(y=x_0\). At \(F=1\) no parent phase remains, and equality would hold whatever \(y\) is.

```lean
/-- Binary alloy with one precipitate and a parent free energy convex on the whole real line: under
mass balance, the released free energy is at most the transformed fraction times the driving force.
-/
theorem binary_release_le {A : ℝ → ℝ} (B : ℝ → ℝ) {x₀ y z f : ℝ}
    (hA : ConvexOn ℝ Set.univ A) (hd : DifferentiableAt ℝ A x₀) (hf : f ≤ 1)
    (hbal : x₀ = (1 - f) * y + f * z) :
    A x₀ - (1 - f) * A y - f * B z ≤ f * (A x₀ + deriv A x₀ * (z - x₀) - B z) := by
  have key := releasedEnergy_le (ι := Unit) (fun _ => B) (y := y) (f := fun _ => f)
    (z := fun _ => z) hA hd.hasFDerivAt (Set.mem_univ _) (Set.mem_univ _)
    (by simpa using hf) (by simpa using hbal)
  simp only [releasedEnergy, drivingForce, Finset.univ_unique, Finset.sum_singleton] at key
  rw [fderiv_eq_smul_deriv, smul_eq_mul] at key
  linarith
```

For a binary alloy with one precipitate and \(A\) convex on the whole real line, this reads
\[ A(x_0)-(1-f)A(y)-fB(z)\le f\bigl[A(x_0)+A'(x_0)(z-x_0)-B(z)\bigr]. \]
The proof takes `Unit`, a type with one element, as the set of labels. The free energy of an ideal solution is defined only for mole fractions from 0 to 1, so this form does not apply to it; the general theorem `releasedEnergy_le` does, with \(s=[0,1]\) and \(0<x_0<1\).

```lean
/-- The depleted parent phase and the precipitate together conserve the overall composition. -/
theorem depleted_balance (x₀ z : E) {f : ℝ} (hf : f < 1) :
    (1 - f) • depleted x₀ z f + f • z = x₀ := by
  have h1 : 1 - f ≠ 0 := (sub_pos.2 hf).ne'
  have h2 : (1 - f) * (f / (1 - f)) = f := by field_simp
  rw [depleted, smul_add, smul_smul, h2]
  module
```

For \(f<1\), multiplying \(x(f)\) by \(1-f\) gives \((1-f)x_0+f(x_0-z)=x_0-fz\); adding \(fz\) restores \(x_0\).

```lean
/-- The depleted parent composition starts to move away from the precipitate composition
at the rate `x₀ - z` per transformed fraction. -/
theorem hasDerivAt_depleted (x₀ z : E) : HasDerivAt (depleted x₀ z) (x₀ - z) 0 := by
  have h1 : HasDerivAt (fun f : ℝ => 1 - f) (-1) 0 := (hasDerivAt_id' (0 : ℝ)).const_sub 1
  have ht : HasDerivAt (fun f : ℝ => f / (1 - f)) 1 0 :=
    ((hasDerivAt_id' (0 : ℝ)).fun_div h1 (by norm_num)).congr_deriv (by norm_num)
  have h := (ht.smul_const (x₀ - z)).const_add x₀
  rw [one_smul] at h
  exact h
```

Since \(f/(1-f)\) has derivative \(1\) at \(f=0\), we get \(x'(0)=x_0-z\).

```lean
/-- The driving force is the free energy released per transformed fraction at the very start
of precipitation. -/
theorem initial_release_rate {A : E → ℝ} {μ : E →L[ℝ] ℝ} (B : E → ℝ) {x₀ : E} (z : E)
    (hμ : HasFDerivAt A μ x₀) :
    HasDerivAt (nucleationRelease A B x₀ z) (drivingForce A μ x₀ B z) 0 := by
  have hy0 : depleted x₀ z 0 = x₀ := by simp [depleted]
  have hμ0 : HasFDerivAt A μ (depleted x₀ z 0) := by rw [hy0]; exact hμ
  have hA : HasDerivAt (fun f => A (depleted x₀ z f)) (μ (x₀ - z)) 0 :=
    hμ0.comp_hasDerivAt (0 : ℝ) (hasDerivAt_depleted x₀ z)
  have h1 : HasDerivAt (fun f : ℝ => 1 - f) (-1) 0 := (hasDerivAt_id' (0 : ℝ)).const_sub 1
  have h := ((h1.fun_mul hA).const_sub (A x₀)).fun_sub
    ((hasDerivAt_id' (0 : ℝ)).mul_const (B z))
  refine h.congr_deriv ?_
  simp only [hy0, drivingForce, map_sub]
  ring
```

The product and chain rules give
\[ R'(0)=A(x_0)-\mu(x_0-z)-B(z)=D(z). \]
The bound \(fD(z)\) is thus exact to first order in \(f\). Convexity is not needed for this derivative.

```lean
/-- For a parent free energy convex on a neighbourhood `s` of `x₀`, some partial transformation to a
precipitate of composition `z` that keeps the parent composition in `s` releases free energy if and
only if the driving force at `z` is positive. -/
theorem exists_release_iff {s : Set E} {A : E → ℝ} {μ : E →L[ℝ] ℝ} (B : E → ℝ) {x₀ : E}
    (z : E) (hA : ConvexOn ℝ s A) (hs : s ∈ 𝓝 x₀) (hμ : HasFDerivAt A μ x₀) :
    (∃ f : ℝ, 0 < f ∧ f < 1 ∧ depleted x₀ z f ∈ s ∧ 0 < nucleationRelease A B x₀ z f)
      ↔ 0 < drivingForce A μ x₀ B z := by
  constructor
  · rintro ⟨f, hf0, hf1, hy, hr⟩
    -- the driving force bound for a single precipitate
    have key := releasedEnergy_le (ι := Unit) (fun _ => B) (y := depleted x₀ z f)
      (f := fun _ => f) (z := fun _ => z) hA hμ (mem_of_mem_nhds hs) hy
      (by simpa using hf1.le) (by simpa using (depleted_balance x₀ z hf1).symm)
    simp only [releasedEnergy, Finset.univ_unique, Finset.sum_singleton] at key
    exact (mul_pos_iff_of_pos_left hf0).1 (lt_of_lt_of_le hr key)
  · intro h
    -- a positive initial rate gives a positive release at small fractions
    have h1 : ∀ᶠ f in 𝓝[>] (0 : ℝ), 0 < slope (nucleationRelease A B x₀ z) 0 f :=
      ((hasDerivAt_iff_tendsto_slope.1 (initial_release_rate B z hμ)).mono_left
        (nhdsWithin_mono _ (fun t ht => (Set.mem_Ioi.1 ht).ne'))).eventually (lt_mem_nhds h)
    have h2 : ∀ᶠ f in 𝓝[>] (0 : ℝ), f ∈ Set.Ioo (0 : ℝ) 1 := Ioo_mem_nhdsGT one_pos
    have hs0 : s ∈ 𝓝 (depleted x₀ z 0) := by simpa [depleted] using hs
    have h3 : ∀ᶠ f in 𝓝[>] (0 : ℝ), depleted x₀ z f ∈ s :=
      mem_nhdsWithin_of_mem_nhds
        ((hasDerivAt_depleted x₀ z).continuousAt.preimage_mem_nhds hs0)
    obtain ⟨f, hr, hf, hy⟩ := (h1.and (h2.and h3)).exists
    have hg0 : nucleationRelease A B x₀ z 0 = 0 := by simp [nucleationRelease, depleted]
    rw [slope_def_field, hg0, sub_zero, sub_zero] at hr
    exact ⟨f, hf.1, hf.2, hy, (div_pos_iff_of_pos_right hf.1).1 hr⟩

end

end DrivingForceBound
```

The hypothesis `s ∈ 𝓝 x₀` places \(x_0\) in the interior of \(s\). Then some fraction \(0<f<1\), with \(x(f)\in s\), releases energy if and only if \(D(z)>0\).

In the forward direction, \(0<R(f)\le fD(z)\) forces \(D(z)>0\). Conversely, \(R(0)=0\) and \(R'(0)=D(z)>0\) make \(R(f)/f\) positive for small positive \(f\), while continuity keeps \(x(f)\) in \(s\). Lean expresses "for small positive \(f\)" by the filter `𝓝[>] (0 : ℝ)` and picks one \(f\) that meets all the conditions.

The theorem concerns the energy balance between initial and final states; it gives neither a nucleation barrier nor a rate.

```lean
#print axioms DrivingForceBound.releasedEnergy_le
#print axioms DrivingForceBound.releasedEnergy_eq_iff
#print axioms DrivingForceBound.binary_release_le
#print axioms DrivingForceBound.exists_release_iff
```

```
'DrivingForceBound.releasedEnergy_le' depends on axioms: [propext, Classical.choice, Quot.sound]
'DrivingForceBound.releasedEnergy_eq_iff' depends on axioms: [propext, Classical.choice, Quot.sound]
'DrivingForceBound.binary_release_le' depends on axioms: [propext, Classical.choice, Quot.sound]
'DrivingForceBound.exists_release_iff' depends on axioms: [propext, Classical.choice, Quot.sound]
```
